# Self-energy of a Gaussian charge and the small-k limit of its Coulomb energy relative to a point charge

A charged defect in a periodic supercell carries its charge in a cloud of finite width, while the simplest finite-size correction treats it as a point. In either description the contribution of a single wave vector $k$ to the Coulomb energy diverges as $k$ goes to zero, and plane-wave codes leave out the $k=0$ term. The two divergences cancel in the difference, but a finite remainder survives. How large is it, and how does it depend on the width of the cloud? For a Gaussian cloud every quantity involved has a closed form.

## Three closed forms and an error bound

Take a charge $q$ with Gaussian density of width $s>0$, in Gaussian units:

$$\rho(\mathbf r)=\frac{q}{(\sqrt{2\pi}\,s)^3}\,e^{-r^2/2s^2},\qquad \hat\rho(\mathbf k)=\int \rho(\mathbf r)\,e^{-i\mathbf k\cdot\mathbf r}\,d^3r .$$

Its Coulomb self-energy $U$ and radial second moment $Q=\int r^2\rho\,d^3r$ are

$$U=\frac{q^2}{\pi}\int_0^\infty e^{-s^2k^2}\,dk=\frac{q^2}{2\sqrt\pi\,s},\qquad Q=3qs^2 .$$

The energy by which a point charge exceeds the Gaussian at wave vector $\mathbf k$ is

$$D(\mathbf k)=\frac{2\pi}{k^2}\left(q^2-|\hat\rho(\mathbf k)|^2\right)=\frac{2\pi q^2}{k^2}\left(1-e^{-s^2k^2}\right).$$

As $\mathbf k\to0$ it tends to $2\pi q^2s^2=\tfrac{2\pi}{3}qQ$, and for every $\mathbf k\neq0$

$$\left|D(\mathbf k)-\tfrac{2\pi}{3}qQ\right|\le \pi q^2s^4k^2 .$$

$D$ has the dimension of energy times volume, so a code divides it by the cell volume.

## Where the two energies enter Ewald sums and supercell corrections

Consider an Ewald sum for one charge $q$ in a cell of volume $\Omega$, with reciprocal damping factor $e^{-k^2/4\eta^2}$. This factor is $e^{-s^2k^2}$ with $s=1/(2\eta)$. The self-energy becomes $\eta q^2/\sqrt\pi$, which is the Ewald self term. The limit of $D$ divided by $\Omega$ becomes $\pi q^2/(2\eta^2\Omega)$, which is the neutralising-background term. Both are subtracted from the sum, and if either is missing or has the wrong prefactor, the total energy depends on $\eta$.

In a cubic supercell of side $L$, the same limit divided by $L^3$ is $2\pi qQ/(3L^3)$. This is the form of the second-moment term in the Makov–Payne correction, before dielectric screening. The theorems below concern a single isolated Gaussian and contain neither a lattice sum nor an expansion in $1/L$.

## Derivation from shell integrals and a bounded exponential

**Form factor.** The Gaussian factorises over the three coordinates. For one of them, completing the square gives

$$-\frac{x^2}{2s^2}-ik_xx=-\frac{(x+is^2k_x)^2}{2s^2}-\frac{s^2k_x^2}{2}.$$

After shifting the contour, the normalised integral over $x$ is $e^{-s^2k_x^2/2}$. The product of the three factors gives

$$\hat\rho(\mathbf k)=q\,e^{-s^2k^2/2},\qquad |\hat\rho(\mathbf k)|^2=q^2e^{-s^2k^2}.$$

**Second moment.** In spherical shells,

$$Q=\frac{4\pi q}{(\sqrt{2\pi}\,s)^3}\int_0^\infty r^4e^{-r^2/2s^2}\,dr .$$

For $a>0$, the substitution $t=r^2/a^2$ gives

$$\int_0^\infty r^4e^{-r^2/a^2}\,dr=\frac{a^5}{2}\int_0^\infty t^{3/2}e^{-t}\,dt=\frac{a^5}{2}\,\Gamma\!\left(\tfrac52\right)=\frac{3\sqrt\pi}{8}\,a^5 .$$

With $a=\sqrt2\,s$ this is $\tfrac32\sqrt{2\pi}\,s^5$, and therefore

$$Q=\frac{4\pi q\cdot\tfrac32\sqrt{2\pi}\,s^5}{2\pi\sqrt{2\pi}\,s^3}=3qs^2 .$$

**Self-energy.** In reciprocal space the shell area $4\pi k^2$ cancels the $1/k^2$ of the Coulomb kernel:

$$U=\int\frac{d^3k}{(2\pi)^3}\,\frac{2\pi}{k^2}\,q^2e^{-s^2k^2}
=\frac{4\pi\cdot2\pi}{8\pi^3}\,q^2\int_0^\infty e^{-s^2k^2}\,dk
=\frac{q^2}{\pi}\cdot\frac{\sqrt\pi}{2s}=\frac{q^2}{2\sqrt\pi\,s}.$$

**Small wave vectors.** Put $x=s^2k^2\ge0$. The lower bound $e^{-x}\ge1-x$ is standard. For an upper bound, start from $e^x\ge1+x+x^2/2$ and note that

$$\left(1-x+\tfrac{x^2}{2}\right)\left(1+x+\tfrac{x^2}{2}\right)=1+\tfrac{x^4}{4}\ge1 .$$

The first factor is positive, so $e^{-x}\le1-x+x^2/2$. Together the bounds give $-x^2/2\le1-e^{-x}-x\le0$. For $k\neq0$,

$$D(\mathbf k)-2\pi q^2s^2=\frac{2\pi q^2}{k^2}\left(1-e^{-x}-x\right),$$

and its absolute value is at most $\frac{2\pi q^2}{k^2}\cdot\frac{s^4k^4}{2}=\pi q^2s^4k^2$. This bound vanishes as $k\to0$, which proves the limit. Since $Q=3qs^2$, the limit equals $\tfrac{2\pi}{3}qQ$.

## The Lean file

```lean
import Mathlib

open MeasureTheory Set Filter Topology
open scoped Real

namespace GaussianChargeMakovPayne

noncomputable section

/-- Three-dimensional Euclidean space, used for positions and for wave vectors. -/
abbrev R3 := EuclideanSpace ℝ (Fin 3)

/-- The density of a Gaussian charge `q` of width `s` centred at the origin. -/
def density (q s : ℝ) (r : R3) : ℝ :=
  q / (√(2 * π) * s) ^ 3 * Real.exp (-(‖r‖ ^ 2 / (2 * s ^ 2)))

/-- The form factor of a charge density: its Fourier integral at wave vector `k`. -/
def formFactor (ρ : R3 → ℝ) (k : R3) : ℂ :=
  ∫ r : R3, (ρ r : ℂ) * Complex.exp (-Complex.I * (inner ℝ k r : ℝ))

/-- The radial second moment of a charge density. -/
def secondMoment (ρ : R3 → ℝ) : ℝ := ∫ r : R3, ‖r‖ ^ 2 * ρ r

/-- The Coulomb self-energy of a charge density, written in reciprocal space (Gaussian units). -/
def selfEnergy (ρ : R3 → ℝ) : ℝ :=
  ∫ k : R3, 2 * π / ‖k‖ ^ 2 * ‖formFactor ρ k‖ ^ 2 / (2 * π) ^ 3

/-- The Coulomb energy at wave vector `k` of a point charge `q` minus that of the density `ρ`. -/
def pointExcess (q : ℝ) (ρ : R3 → ℝ) (k : R3) : ℝ :=
  2 * π / ‖k‖ ^ 2 * (q ^ 2 - ‖formFactor ρ k‖ ^ 2)

/-- The volume integral of a radial function is the integral over spherical shells of
area `4 π r ^ 2`. -/
theorem integral_radial (f : ℝ → ℝ) :
    ∫ x : R3, f ‖x‖ = 4 * π * ∫ r in Ioi (0 : ℝ), r ^ 2 * f r := by
  have hv : (volume : Measure R3).real (Metric.ball 0 1) = π * 4 / 3 := by
    rw [measureReal_def, EuclideanSpace.volume_ball_fin_three, ENNReal.ofReal_one, one_pow,
      one_mul, ENNReal.toReal_ofReal (by positivity)]
  rw [integral_fun_norm_addHaar volume f, hv, finrank_euclideanSpace_fin]
  simp only [smul_eq_mul, nsmul_eq_mul, show 3 - 1 = 2 from rfl]
  push_cast
  ring

/-- The form factor of a Gaussian charge is `q exp(-s² k² / 2)`. -/
theorem formFactor_density (q : ℝ) {s : ℝ} (hs : 0 < s) (k : R3) :
    formFactor (density q s) k = ((q * Real.exp (-(s ^ 2 * ‖k‖ ^ 2 / 2)) : ℝ) : ℂ) := by
  have hsC : (s : ℂ) ≠ 0 := by exact_mod_cast hs.ne'
  have hp : 0 < √(2 * π) * s := by positivity
  -- the normalisation constant of the three-dimensional Gaussian
  have h1 : (2 * π * s ^ 2) ^ (3 / 2 : ℝ) = (√(2 * π) * s) ^ 3 := by
    have h : 2 * π * s ^ 2 = (√(2 * π) * s) ^ 2 := by
      rw [mul_pow, Real.sq_sqrt (show (0 : ℝ) ≤ 2 * π by positivity)]
    rw [h, ← Real.rpow_natCast _ 2, ← Real.rpow_mul hp.le, ← Real.rpow_natCast _ 3]
    norm_num
  have key := GaussianFourier.integral_cexp_neg_mul_sq_norm_add (V := R3)
    (b := ((1 / (2 * s ^ 2) : ℝ) : ℂ)) (by rw [Complex.ofReal_re]; positivity) (-Complex.I) k
  have e0 : (π : ℂ) / ((1 / (2 * s ^ 2) : ℝ) : ℂ) = ((2 * π * s ^ 2 : ℝ) : ℂ) := by
    push_cast
    field_simp
  have e1 : ((3 : ℕ) : ℂ) / 2 = ((3 / 2 : ℝ) : ℂ) := by push_cast; rfl
  have e2 : (-Complex.I) ^ 2 * (‖k‖ : ℂ) ^ 2 / (4 * ((1 / (2 * s ^ 2) : ℝ) : ℂ))
      = ((-(s ^ 2 * ‖k‖ ^ 2 / 2) : ℝ) : ℂ) := by
    push_cast
    simp only [neg_sq, Complex.I_sq]
    field_simp
    ring
  rw [finrank_euclideanSpace_fin, e0, e1, e2,
    ← Complex.ofReal_cpow (show (0 : ℝ) ≤ 2 * π * s ^ 2 by positivity), h1] at key
  have hint : formFactor (density q s) k = ∫ r : R3, ((q / (√(2 * π) * s) ^ 3 : ℝ) : ℂ) *
      Complex.exp (-((1 / (2 * s ^ 2) : ℝ) : ℂ) * (‖r‖ : ℂ) ^ 2
        + -Complex.I * (inner ℝ k r : ℝ)) := by
    unfold formFactor density
    refine integral_congr_ae (Eventually.of_forall fun r => ?_)
    simp only [Complex.exp_add, Complex.ofReal_mul, Complex.ofReal_exp]
    rw [mul_assoc]
    congr 3
    push_cast
    ring
  rw [hint, integral_const_mul, key, ← Complex.ofReal_exp, ← Complex.ofReal_mul,
    ← Complex.ofReal_mul]
  congr 1
  field_simp

/-- The squared form factor of a Gaussian charge is `q² exp(-s² k²)`. -/
theorem norm_sq_formFactor (q : ℝ) {s : ℝ} (hs : 0 < s) (k : R3) :
    ‖formFactor (density q s) k‖ ^ 2 = q ^ 2 * Real.exp (-(s ^ 2 * ‖k‖ ^ 2)) := by
  rw [formFactor_density q hs, Complex.norm_real, Real.norm_eq_abs, sq_abs, mul_pow,
    ← Real.exp_nat_mul]
  congr 2
  push_cast
  ring

/-- The fourth radial moment of the Gaussian `exp(-r² / a²)` on the half-line. -/
theorem fourth_moment {a : ℝ} (ha : 0 < a) :
    ∫ r in Ioi (0 : ℝ), r ^ 4 * Real.exp (-(r ^ 2 / a ^ 2)) = 3 / 8 * √π * a ^ 5 := by
  have h := integral_rpow_mul_exp_neg_mul_rpow (p := 2) (q := 4) (b := (a ^ 2)⁻¹)
    two_pos (by norm_num) (by positivity)
  have ha2 : 0 ≤ a ^ 2 := by positivity
  have hb : ((a ^ 2)⁻¹) ^ (-(4 + 1) / 2 : ℝ) = a ^ 5 := by
    rw [Real.inv_rpow ha2, ← Real.rpow_neg ha2, ← Real.rpow_natCast a 2,
      ← Real.rpow_mul ha.le, ← Real.rpow_natCast a 5]
    norm_num
  have hG : Real.Gamma ((4 + 1) / 2) = 3 / 4 * √π := by
    rw [show ((4 + 1) / 2 : ℝ) = (1 / 2 + 1) + 1 by norm_num,
      Real.Gamma_add_one (by norm_num), Real.Gamma_add_one (by norm_num),
      Real.Gamma_one_half_eq]
    ring
  rw [hb, hG] at h
  rw [show 3 / 8 * √π * a ^ 5 = a ^ 5 * (1 / 2) * (3 / 4 * √π) by ring, ← h]
  refine setIntegral_congr_fun measurableSet_Ioi fun r _ => ?_
  have e4 : r ^ (4 : ℝ) = r ^ 4 := by exact_mod_cast Real.rpow_natCast r 4
  have e2 : r ^ (2 : ℝ) = r ^ 2 := Real.rpow_two r
  simp only [e4, e2]
  congr 2
  ring

/-- The radial second moment of a Gaussian charge is `Q = 3 q s²`. -/
theorem secondMoment_density (q : ℝ) {s : ℝ} (hs : 0 < s) :
    secondMoment (density q s) = 3 * q * s ^ 2 := by
  have h2 : (√2 * s) ^ 2 = 2 * s ^ 2 := by
    rw [mul_pow, Real.sq_sqrt (show (0 : ℝ) ≤ 2 by norm_num)]
  have hm := fourth_moment (a := √2 * s) (by positivity)
  rw [h2] at hm
  refine (integral_radial (fun r => r ^ 2 *
    (q / (√(2 * π) * s) ^ 3 * Real.exp (-(r ^ 2 / (2 * s ^ 2)))))).trans ?_
  have hi : ∫ r in Ioi (0 : ℝ), r ^ 2 * (r ^ 2 *
      (q / (√(2 * π) * s) ^ 3 * Real.exp (-(r ^ 2 / (2 * s ^ 2)))))
      = q / (√(2 * π) * s) ^ 3 * (3 / 8 * √π * (√2 * s) ^ 5) := by
    rw [← hm, ← integral_const_mul]
    refine setIntegral_congr_fun measurableSet_Ioi fun r _ => ?_
    ring
  have key : ∀ u v : ℝ, 0 < u → 0 < v →
      4 * v ^ 2 * (q / (u * v * s) ^ 3 * (3 / 8 * v * (u * s) ^ 5))
        = 3 / 2 * q * u ^ 2 * s ^ 2 := by
    intro u v hu hv
    field_simp
    ring
  have hk := key (√2) (√π) (by positivity) (by positivity)
  rw [Real.sq_sqrt Real.pi_pos.le, Real.sq_sqrt (show (0 : ℝ) ≤ 2 by norm_num)] at hk
  rw [hi, Real.sqrt_mul (show (0 : ℝ) ≤ 2 by norm_num), hk]
  ring

/-- The self-energy of a Gaussian charge is `q² / π` times a Gaussian integral over `k > 0`,
and equals `q² / (2 √π s)`. -/
theorem selfEnergy_density (q : ℝ) {s : ℝ} (hs : 0 < s) :
    selfEnergy (density q s) = q ^ 2 / π * ∫ k in Ioi (0 : ℝ), Real.exp (-s ^ 2 * k ^ 2) ∧
    selfEnergy (density q s) = q ^ 2 / (2 * √π * s) := by
  have h1 : selfEnergy (density q s)
      = q ^ 2 / π * ∫ k in Ioi (0 : ℝ), Real.exp (-s ^ 2 * k ^ 2) := by
    unfold selfEnergy
    simp only [norm_sq_formFactor q hs]
    refine (integral_radial (fun k => 2 * π / k ^ 2 *
      (q ^ 2 * Real.exp (-(s ^ 2 * k ^ 2))) / (2 * π) ^ 3)).trans ?_
    rw [← integral_const_mul, ← integral_const_mul]
    -- the shell area cancels the Coulomb kernel
    refine setIntegral_congr_fun measurableSet_Ioi fun k hk => ?_
    have hk0 : k ≠ 0 := ne_of_gt hk
    have he : -s ^ 2 * k ^ 2 = -(s ^ 2 * k ^ 2) := by ring
    simp only [he]
    generalize Real.exp (-(s ^ 2 * k ^ 2)) = e
    field_simp
    ring
  refine ⟨h1, ?_⟩
  have key : ∀ v : ℝ, 0 < v → q ^ 2 / v ^ 2 * (v / s / 2) = q ^ 2 / (2 * v * s) := by
    intro v hv
    field_simp
  have hk := key (√π) (by positivity)
  rw [Real.sq_sqrt Real.pi_pos.le] at hk
  rw [h1, integral_gaussian_Ioi, Real.sqrt_div Real.pi_pos.le, Real.sqrt_sq hs.le, hk]

/-- At every nonzero wave vector the point-charge excess differs from `(2π/3) q Q` by at most
`π q² s⁴ k²`. -/
theorem pointExcess_error (q : ℝ) {s : ℝ} (hs : 0 < s) {k : R3} (hk : k ≠ 0) :
    |pointExcess q (density q s) k - 2 * π / 3 * (q * secondMoment (density q s))|
      ≤ π * q ^ 2 * s ^ 4 * ‖k‖ ^ 2 := by
  have hK : 0 < ‖k‖ := norm_pos_iff.mpr hk
  rw [pointExcess, norm_sq_formFactor q hs, secondMoment_density q hs]
  generalize ‖k‖ = K at hK ⊢
  have hx : 0 ≤ s ^ 2 * K ^ 2 := by positivity
  -- second-order bounds on the exponential
  have lo := Real.add_one_le_exp (-(s ^ 2 * K ^ 2))
  have up : ∀ x : ℝ, 0 ≤ x → Real.exp (-x) ≤ 1 - x + x ^ 2 / 2 := by
    intro x hx
    have h := Real.quadratic_le_exp_of_nonneg hx
    have hB : 0 ≤ 1 - x + x ^ 2 / 2 := by nlinarith [sq_nonneg (x - 1)]
    rw [Real.exp_neg, inv_eq_one_div, div_le_iff₀ (Real.exp_pos x)]
    nlinarith [mul_le_mul_of_nonneg_left h hB, sq_nonneg (x ^ 2)]
  have hi := up _ hx
  generalize Real.exp (-(s ^ 2 * K ^ 2)) = e at lo hi ⊢
  have hd : 2 * π / K ^ 2 * (q ^ 2 - q ^ 2 * e) - 2 * π / 3 * (q * (3 * q * s ^ 2))
      = 2 * π * q ^ 2 / K ^ 2 * (1 - e - s ^ 2 * K ^ 2) := by
    field_simp
  have hc : 0 ≤ 2 * π * q ^ 2 / K ^ 2 := by positivity
  have hb : |1 - e - s ^ 2 * K ^ 2| ≤ (s ^ 2 * K ^ 2) ^ 2 / 2 := by
    rw [abs_le]
    constructor
    · linarith
    · linarith [sq_nonneg (s ^ 2 * K ^ 2)]
  rw [hd, abs_mul, abs_of_nonneg hc]
  refine (mul_le_mul_of_nonneg_left hb hc).trans (le_of_eq ?_)
  field_simp

/-- As the wave vector tends to zero, the point-charge excess of a Gaussian charge tends to
`(2π/3) q Q`, which equals `2π q² s²`. -/
theorem pointExcess_tendsto (q : ℝ) {s : ℝ} (hs : 0 < s) :
    Tendsto (pointExcess q (density q s)) (𝓝[≠] 0)
      (𝓝 (2 * π / 3 * (q * secondMoment (density q s)))) ∧
    2 * π / 3 * (q * secondMoment (density q s)) = 2 * π * q ^ 2 * s ^ 2 := by
  constructor
  · have hg : Tendsto (fun k : R3 => π * q ^ 2 * s ^ 4 * ‖k‖ ^ 2) (𝓝[≠] 0) (𝓝 0) := by
      have hc : Continuous (fun k : R3 => π * q ^ 2 * s ^ 4 * ‖k‖ ^ 2) := by fun_prop
      exact (hc.tendsto' 0 0 (by simp)).mono_left nhdsWithin_le_nhds
    -- squeeze the error between zero and its quadratic bound
    refine tendsto_iff_norm_sub_tendsto_zero.mpr (squeeze_zero' ?_ ?_ hg)
    · exact Eventually.of_forall fun k => norm_nonneg _
    · filter_upwards [self_mem_nhdsWithin] with k hk
      rw [Real.norm_eq_abs]
      exact pointExcess_error q hs hk
  · rw [secondMoment_density q hs]
    ring

end

end GaussianChargeMakovPayne
```

```lean
#print axioms GaussianChargeMakovPayne.selfEnergy_density
#print axioms GaussianChargeMakovPayne.pointExcess_tendsto
```

```
'GaussianChargeMakovPayne.selfEnergy_density' depends on axioms: [propext, Classical.choice, Quot.sound]
'GaussianChargeMakovPayne.pointExcess_tendsto' depends on axioms: [propext, Classical.choice, Quot.sound]
```

## How the Lean definitions encode the physics

Positions and wave vectors both live in `R3`, three-dimensional Euclidean space. `density q s` is the normalised Gaussian $\rho$. `formFactor` is its volume Fourier integral, with $e^{-i\mathbf k\cdot\mathbf r}$ and no prefactor, so the factor $(2\pi)^{-3}$ appears in `selfEnergy`. `secondMoment` is the volume integral of $r^2\rho$. `formFactor`, `secondMoment`, `selfEnergy` and `pointExcess` accept any density as an argument, and the theorems evaluate them for the Gaussian.

`pointExcess` is $D(\mathbf k)$. The point charge enters through its constant form factor $q$, which is written in directly and not obtained from a delta distribution.

The charge `q` may be any real number, including zero or a negative value. The only hypothesis on the width is `0 < s`. The limit uses `𝓝[≠] 0`, meaning that $\mathbf k$ approaches zero through nonzero vectors from any direction. This matters because Lean evaluates division by zero as zero, so `pointExcess` at $\mathbf k=0$ is zero, which differs from the limiting value whenever $q\neq0$.

`selfEnergy_density` states both the one-dimensional integral and its closed form. `pointExcess_error` gives the bound at each nonzero wave vector, and `pointExcess_tendsto` gives the limit together with its value $2\pi q^2s^2$.

## How the proof follows the derivation

`integral_radial` supplies the shell formula. It specialises a general Mathlib result on radial integrals to dimension three, using the volume $4\pi/3$ of the unit ball.

`formFactor_density` takes the Gaussian Fourier integral from Mathlib, which replaces the completed square and the contour shift. Most of its lines match the normalisation constant and convert between real and complex expressions. `norm_sq_formFactor` then squares the result.

`fourth_moment` evaluates the radial integral through the Gamma function, reducing $\Gamma(5/2)$ to $\Gamma(1/2)=\sqrt\pi$ by two uses of the recurrence. `secondMoment_density` inserts $a=\sqrt2\,s$ and cancels the normalisation.

In `selfEnergy_density`, the shell formula is applied to wave vectors. Since $k>0$ inside the integral, `field_simp` can cancel $k^2$ against the Coulomb kernel, and `integral_gaussian_Ioi` evaluates what remains.

In `pointExcess_error`, `lo` and `up` are the two exponential bounds, `hd` is the factored difference, and `hb` is the bound by $x^2/2$. `pointExcess_tendsto` squeezes the error between zero and the quadratic bound.

## What a code can take from the theorems

The theorems fix the prefactors $1/(2\sqrt\pi)$, $3$ and $2\pi/3$ for a Gaussian in these units. For $q\neq0$ the bound also gives a relative error: replacing $D(\mathbf k)$ by its limit costs at most $s^2k^2/2$ of that limit. The statements use exact real arithmetic, so rounding, grid truncation and Fourier-transform conventions in a program need their own checks. Other charge shapes, dielectric screening and the interaction between periodic images are not treated.

The self-energy is defined by its reciprocal-space integral. Another model would define it as the real-space double integral

$$\frac12\iint\frac{\rho(\mathbf r)\,\rho(\mathbf r')}{|\mathbf r-\mathbf r'|}\,d^3r\,d^3r' .$$

The value would still be $q^2/(2\sqrt\pi\,s)$, but the proof would also have to connect the $1/r$ interaction with the kernel $4\pi/k^2$, or else evaluate the double integral directly. With the definition used here, that kernel is part of the model: it stands for Coulomb's law in three dimensions, with the factor $\tfrac12$ for double counting already included in $2\pi/k^2$.
